# An upper bound on the static density response with empty levels below the occupied ones

In an optimized-effective-potential calculation, the local potential that represents an orbital-dependent energy, such as transverse (Breit) exchange, is found by solving a linear equation whose matrix is the static density response \(\chi\). A Cholesky or conjugate-gradient solver applied to \(-\chi\) relies on \(v\cdot\chi v\le 0\) for every potential \(v\). This sign is no longer guaranteed when the sum over empty levels includes a negative-energy branch. For non-interacting, orthonormal real orbitals on a finite grid, any violation is bounded: if no empty level has the same energy as an occupied one, and every empty level below an occupied one lies at least \(\Delta>0\) below it, then

\[
v\cdot\chi v\;\le\;\frac{2}{\Delta}\sum_x n(x)\,v(x)^2 ,
\]

where \(n(x)\) is the density of the occupied orbitals. For given orbitals and energies, transverse exchange enters only the right-hand side of the linear equation, and the theorems concern the matrix.

## Real orbitals on a finite grid

Let \(f_k(x)\) be the value of orbital \(k\) at grid point \(x\), with any quadrature weight absorbed into the orbitals. In Lean, row `k` of the real square matrix `f` is orbital \(k\), and one finite type `n` labels both levels and grid points, so there are as many orbitals as points. For a potential \(v\) and an occupied set \(O\), define

\[
p_{ik}(x)=f_i(x)f_k(x),\qquad v_{ik}=\sum_x p_{ik}(x)v(x),\qquad n(x)=\sum_{i\in O}f_i(x)^2 .
\]

These are `pairDensity`, `transition` and `density`. Each orbital in \(O\) holds one electron. Complex four-component spinors, the continuum and the response of currents are not covered.

```lean
import Mathlib

open Matrix

namespace NegativeEnergyResponse

noncomputable section

variable {n : Type*} [Fintype n] [DecidableEq n]

/-- The product of the orbitals `i` and `k` at the grid point `x`; row `k` of `f` is orbital `k`. -/
def pairDensity (f : Matrix n n ℝ) (i k x : n) : ℝ := f i x * f k x

/-- The matrix element of the local potential `v` between the orbitals `i` and `k`. -/
def transition (f : Matrix n n ℝ) (v : n → ℝ) (i k : n) : ℝ :=
  ∑ x, pairDensity f i k x * v x

/-- The density of the occupied orbitals at the grid point `x`. -/
def density (f : Matrix n n ℝ) (O : Finset n) (x : n) : ℝ := ∑ i ∈ O, f i x ^ 2
```

## Unequal energies in the denominators

For distinct energies, first-order perturbation theory changes an occupied orbital by \(\delta f_i=\sum_{k\ne i} f_k v_{ik}/(e_i-e_k)\), and the density by \(2\sum_{i\in O} f_i\,\delta f_i\). The matrix that takes \(v\) to this density change is

\[
\chi(x,y)=2\sum_{i\in O}\ \sum_{k:\,e_k\ne e_i}\frac{p_{ik}(x)\,p_{ik}(y)}{e_i-e_k}.
\]

The condition \(e_k\neq e_i\) belongs to the definition of `chi`, so the theorems do not assume distinct energies. When the energies are distinct, the inner sum runs over all \(k\ne i\). A degenerate occupied-empty pair whose pair density is not identically zero would make the physical response singular, whereas `chi` omits it; the gap condition below excludes such pairs.

```lean
/-- The static density response: a sum over occupied `i` and all levels `k` whose energy differs
from that of `i` (for distinct energies, all `k ≠ i`). -/
def chi (f : Matrix n n ℝ) (e : n → ℝ) (O : Finset n) : Matrix n n ℝ :=
  Matrix.of fun x y => 2 * ∑ i ∈ O, ∑ k with e k ≠ e i,
    pairDensity f i k x * pairDensity f i k y / (e i - e k)
```

Lean evaluates division by zero as zero, so `drop_filter` can add or remove equal-energy terms without changing a sum.

```lean
omit [Fintype n] [DecidableEq n] in
/-- Bookkeeping: terms of equal energy may be written into the sum, where they count as zero. -/
lemma drop_filter (e : n → ℝ) (s : Finset n) (i : n) (c : n → ℝ) :
    ∑ k ∈ s with e k ≠ e i, c k / (e i - e k) = ∑ k ∈ s, c k / (e i - e k) := by
  apply Finset.sum_filter_of_ne
  intro k _ h hk
  apply h
  rw [hk, sub_self, div_zero]
```

## Symmetric pair weights

The next hypothesis, `hw`, says that a weight \(w_{ik}\) attached to a pair of levels does not depend on their order. Products of real orbitals have this property. Let \(S\) be the occupied-occupied part of the sum. Exchanging the names of the two labels gives

\[
S=\sum_{i,k\in O}\frac{w_{ik}}{e_i-e_k}
=\sum_{i,k\in O}\frac{w_{ki}}{e_k-e_i}=-S,
\]

with equal-energy terms left out, so \(S=0\). Only pairs of one occupied level \(i\) and one empty level \(a\) remain.

In `occupied_pairs_cancel`, `h1` exchanges the labels, `h2` uses `hw` to extract the minus sign, and `linarith` concludes that the sum vanishes. The step `hs` splits all levels into \(O\) and its complement. Without symmetry, two occupied levels 0 and 1 of different energy would leave \((w_{01}-w_{10})/(e_0-e_1)\).

```lean
/-- For any symmetric pair weight, the occupied-occupied terms cancel from a sum with energy
denominators, and only occupied-empty pairs remain. -/
theorem occupied_pairs_cancel (e : n → ℝ) (O : Finset n) (w : n → n → ℝ)
    (hw : ∀ i k, w i k = w k i) :
    ∑ i ∈ O, ∑ k with e k ≠ e i, w i k / (e i - e k) =
      ∑ i ∈ O, ∑ a ∈ Oᶜ with e a ≠ e i, w i a / (e i - e a) := by
  have hz : ∑ i ∈ O, ∑ k ∈ O, w i k / (e i - e k) = 0 := by
    -- exchanging the two occupied labels reverses the sign
    have h1 : ∑ i ∈ O, ∑ k ∈ O, w i k / (e i - e k) =
        ∑ i ∈ O, ∑ k ∈ O, w k i / (e k - e i) := Finset.sum_comm
    have h2 : ∑ i ∈ O, ∑ k ∈ O, w k i / (e k - e i) =
        -∑ i ∈ O, ∑ k ∈ O, w i k / (e i - e k) := by
      simp only [← Finset.sum_neg_distrib]
      refine Finset.sum_congr rfl fun i _ => Finset.sum_congr rfl fun k _ => ?_
      rw [← neg_sub (e i) (e k), div_neg, hw k i]
    linarith
  have hs : ∀ i, ∑ k with e k ≠ e i, w i k / (e i - e k) =
      ∑ k ∈ O, w i k / (e i - e k) + ∑ a ∈ Oᶜ with e a ≠ e i, w i a / (e i - e a) := by
    intro i
    rw [drop_filter e Finset.univ i (w i), drop_filter e Oᶜ i (w i)]
    exact (Finset.sum_add_sum_compl O _).symm
  rw [Finset.sum_congr rfl fun i _ => hs i, Finset.sum_add_distrib, hz, zero_add]
```

Taking \(w_{ik}=p_{ik}(x)p_{ik}(y)\) removes the occupied pairs from \(\chi\) itself.

```lean
/-- The density response contains only pairs of one occupied and one empty level. -/
theorem chi_eq_occupied_empty (f : Matrix n n ℝ) (e : n → ℝ) (O : Finset n) (x y : n) :
    chi f e O x y = 2 * ∑ i ∈ O, ∑ a ∈ Oᶜ with e a ≠ e i,
      pairDensity f i a x * pairDensity f i a y / (e i - e a) := by
  have h := occupied_pairs_cancel e O
    (fun i k => pairDensity f i k x * pairDensity f i k y)
    (fun i k => by simp only [pairDensity]; ring)
  exact congrArg (fun t => 2 * t) h
```

## Orthonormal orbitals

The hypothesis `hf : f * fᵀ = 1` states that \(\sum_x f_i(x)f_k(x)=\delta_{ik}\). It is used twice: once for constant potentials and once for the bound.

Multiplying \(\chi\) by \(v\) and summing over \(y\) first gives

\[
(\chi v)(x)=2\sum_{i\in O}\ \sum_{k:\,e_k\ne e_i}\frac{p_{ik}(x)\,v_{ik}}{e_i-e_k}.
\]

This is `chi_mulVec`, whose proof exchanges finite sums and needs no orthonormality.

```lean
omit [DecidableEq n] in
/-- The density change induced by a potential `v`, as a sum over its matrix elements. -/
theorem chi_mulVec (f : Matrix n n ℝ) (e : n → ℝ) (O : Finset n) (v : n → ℝ) (x : n) :
    (chi f e O *ᵥ v) x = 2 * ∑ i ∈ O, ∑ k with e k ≠ e i,
      pairDensity f i k x * transition f v i k / (e i - e k) := by
  simp only [Matrix.mulVec, dotProduct, chi, Matrix.of_apply, transition, Finset.mul_sum,
    Finset.sum_mul, Finset.sum_div]
  refine Finset.sum_comm.trans (Finset.sum_congr rfl fun i _ => ?_)
  refine Finset.sum_comm.trans (Finset.sum_congr rfl fun k _ => ?_)
  refine Finset.sum_congr rfl fun y _ => ?_
  ring
```

For a constant potential \(c\), \(v_{ik}=c\sum_x f_i(x)f_k(x)\). Every term has \(e_k\neq e_i\), hence \(k\neq i\), and orthogonality makes it zero. A constant shift of the potential therefore leaves the density unchanged, and the linear equation cannot fix that constant. The proof of `chi_constant` reads the off-diagonal entry of `hf` and inserts it into `transition`.

Without orthogonality the conclusion can fail. With \(f_0=(1,0)\), \(f_1=(1,1)\), level 0 occupied and \(e_0\neq e_1\), the constant potential 1 changes the density at the first point by \(2/(e_0-e_1)\).

```lean
/-- For orthonormal orbitals, a constant potential induces no density change. -/
theorem chi_constant (f : Matrix n n ℝ) (hf : f * fᵀ = 1) (e : n → ℝ) (O : Finset n) (c : ℝ) :
    chi f e O *ᵥ (fun _ => c) = 0 := by
  funext x
  rw [chi_mulVec, Pi.zero_apply]
  refine mul_eq_zero_of_right _
    (Finset.sum_eq_zero fun i _ => Finset.sum_eq_zero fun k hk => ?_)
  have hik : i ≠ k := fun h => (Finset.mem_filter.mp hk).2 (by rw [h])
  -- a constant has no matrix element between orthogonal orbitals
  have h := congrFun (congrFun hf i) k
  simp only [Matrix.mul_apply, Matrix.transpose_apply, Matrix.one_apply_ne hik] at h
  have ht : transition f (fun _ => c) i k = 0 := by
    simp only [transition, pairDensity, ← Finset.sum_mul, h, zero_mul]
  rw [ht, mul_zero, zero_div]
```

Multiplying \(\chi v\) by \(v(x)\) and summing over \(x\) turns the remaining \(p_{ik}(x)\) into a second factor \(v_{ik}\). Since \(v_{ik}^2\) is a symmetric weight, the occupied pairs cancel again:

\[
v\cdot\chi v=2\sum_{i\in O}\ \sum_{a\notin O,\;e_a\ne e_i}\frac{v_{ia}^2}{e_i-e_a}.
\]

This is twice the second-order energy change. Empty levels above \(i\) contribute non-positive terms, and those below contribute non-negative ones. The proof of `quadratic_form` applies the cancellation first and then exchanges the sums; it does not use `hf`.

```lean
/-- The quadratic form of the response is a sum of squared occupied-empty matrix elements over
energy differences. -/
theorem quadratic_form (f : Matrix n n ℝ) (e : n → ℝ) (O : Finset n) (v : n → ℝ) :
    v ⬝ᵥ chi f e O *ᵥ v = 2 * ∑ i ∈ O, ∑ a ∈ Oᶜ with e a ≠ e i,
      transition f v i a ^ 2 / (e i - e a) := by
  rw [← occupied_pairs_cancel e O (fun i k => transition f v i k ^ 2)
    (fun i k => by simp only [transition, pairDensity, mul_comm (f i _)])]
  simp only [dotProduct, chi_mulVec, Finset.mul_sum]
  refine Finset.sum_comm.trans (Finset.sum_congr rfl fun i _ => ?_)
  refine Finset.sum_comm.trans (Finset.sum_congr rfl fun k _ => ?_)
  have h : transition f v i k ^ 2 =
      ∑ x, pairDensity f i k x * v x * transition f v i k := by
    rw [← Finset.sum_mul, sq]; rfl
  rw [h, Finset.sum_div, Finset.mul_sum]
  refine Finset.sum_congr rfl fun x _ => ?_
  ring
```

The second use of orthonormality is Parseval's identity. Fix \(i\) and set \(w(x)=f_i(x)v(x)\), so that \(v_{ik}=\sum_x f_k(x)w(x)=(fw)_k\). Because \(f\) is square, \(ff^{\mathsf T}=1\) also gives \(f^{\mathsf T}f=1\), which expresses completeness. Hence

\[
\sum_k v_{ik}^2=(fw)\cdot(fw)=w\cdot f^{\mathsf T}f\,w=w\cdot w=\sum_x f_i(x)^2v(x)^2 .
\]

In `transition_sum_sq`, `h1` is the preservation of the norm, with `mul_eq_one_comm` supplying completeness, and `h2` identifies \(v_{ik}\) with \((fw)_k\).

```lean
/-- For orthonormal orbitals, as many as there are grid points, the squared matrix elements of `v`
from orbital `i` to all levels add up to the mean of `v²` in orbital `i`. -/
theorem transition_sum_sq (f : Matrix n n ℝ) (hf : f * fᵀ = 1) (v : n → ℝ) (i : n) :
    ∑ k, transition f v i k ^ 2 = ∑ x, f i x ^ 2 * v x ^ 2 := by
  let w : n → ℝ := fun x => f i x * v x
  have h1 : (f *ᵥ w) ⬝ᵥ (f *ᵥ w) = w ⬝ᵥ w := by
    rw [Matrix.dotProduct_mulVec, ← Matrix.mulVec_transpose, Matrix.mulVec_mulVec,
      mul_eq_one_comm.mp hf, Matrix.one_mulVec]
  have h2 : ∀ k, transition f v i k = (f *ᵥ w) k := by
    intro k
    simp only [transition, pairDensity, Matrix.mulVec, dotProduct, w]
    exact Finset.sum_congr rfl fun x _ => by ring
  calc ∑ k, transition f v i k ^ 2 = (f *ᵥ w) ⬝ᵥ (f *ᵥ w) := by
        simp only [h2, sq]; rfl
    _ = w ⬝ᵥ w := h1
    _ = ∑ x, f i x ^ 2 * v x ^ 2 :=
        Finset.sum_congr rfl fun x _ => by simp only [w]; ring
```

## A gap to every empty level below

The hypothesis `hgap` concerns each pair of an occupied \(i\) and an empty \(a\): either \(e_i<e_a\), or \(e_a+\Delta\le e_i\). It allows ordinary virtual levels at any distance above and requires a gap only below. With `hΔ`, which makes \(\Delta\) positive, it also rules out equal energies. In a Dirac spectrum \(\Delta\) stands for the separation between the occupied electron levels and the negative-energy branch, close to twice the electron rest energy for weakly bound electrons. The branch is treated here as empty, not as a filled vacuum.

For a level above, the term is at most zero and hence at most \(v_{ia}^2/\Delta\). For a level below, \(e_i-e_a\ge\Delta\) gives the same limit. Adding the missing non-negative terms extends the sum to all levels, and Parseval evaluates it:

\[
\sum_{a\notin O,\;e_a\ne e_i}\frac{v_{ia}^2}{e_i-e_a}
\le\frac1\Delta\sum_k v_{ik}^2
=\frac1\Delta\sum_x f_i(x)^2v(x)^2 .
\]

Summing over \(i\in O\) and multiplying by 2 gives the bound, with \(\sum_{i\in O}f_i(x)^2=n(x)\).

In `response_upper_bound`, `hi` is this inequality for one occupied orbital. Its `rcases` separates levels above from levels below, and `Finset.sum_le_sum_of_subset_of_nonneg` adds the missing terms. The step `hd` assembles the density.

```lean
/-- Let the orbitals be orthonormal and `Δ > 0`. If, in each pair of an occupied and an empty level,
the empty one lies above the occupied one or at least `Δ` below it, the quadratic form of the
response is at most `2/Δ` times the density-weighted sum of `v²`. -/
theorem response_upper_bound (f : Matrix n n ℝ) (hf : f * fᵀ = 1) (e : n → ℝ) (O : Finset n)
    (Δ : ℝ) (hΔ : 0 < Δ) (hgap : ∀ i ∈ O, ∀ a ∉ O, e i < e a ∨ e a + Δ ≤ e i) (v : n → ℝ) :
    v ⬝ᵥ chi f e O *ᵥ v ≤ 2 / Δ * ∑ x, density f O x * v x ^ 2 := by
  have hi : ∀ i ∈ O, ∑ a ∈ Oᶜ with e a ≠ e i, transition f v i a ^ 2 / (e i - e a) ≤
      (∑ x, f i x ^ 2 * v x ^ 2) / Δ := by
    intro i hiO
    rw [← transition_sum_sq f hf v i, Finset.sum_div]
    refine (Finset.sum_le_sum fun a ha => ?_).trans
      (Finset.sum_le_sum_of_subset_of_nonneg (Finset.subset_univ _)
        fun a _ _ => div_nonneg (sq_nonneg (transition f v i a)) hΔ.le)
    have haO := Finset.mem_compl.mp (Finset.mem_filter.mp ha).1
    rcases hgap i hiO a haO with h | h
    · -- levels above contribute at most zero
      exact (div_nonpos_of_nonneg_of_nonpos (sq_nonneg _) (by linarith)).trans
        (div_nonneg (sq_nonneg _) hΔ.le)
    · -- levels below are limited by the gap
      exact div_le_div_of_nonneg_left (sq_nonneg _) hΔ (by linarith)
  have hd : ∑ x, density f O x * v x ^ 2 = ∑ i ∈ O, ∑ x, f i x ^ 2 * v x ^ 2 := by
    simp only [density, Finset.sum_mul]
    exact Finset.sum_comm
  rw [quadratic_form, hd]
  have hsum := Finset.sum_le_sum hi
  rw [← Finset.sum_div] at hsum
  calc _ ≤ 2 * ((∑ i ∈ O, ∑ x, f i x ^ 2 * v x ^ 2) / Δ) := by linarith
    _ = _ := by ring
```

The same argument covers the case in which every empty level lies above every occupied one. Then `hgap` holds for every positive \(\Delta\), and letting \(\Delta\) grow without limit gives \(v\cdot\chi v\le0\): the response is negative semidefinite.

## One empty level at negative energy

The two-level case shows both that the sign can fail and that the constant \(2/\Delta\) can be attained. Take orthonormal orbitals \(f_0=(3/5,4/5)\) and \(f_1=(-4/5,3/5)\), with level 0 at energy \(m>0\) occupied and level 1 at \(-m\) empty. Here \(m\) stands for a rest energy, and \(\Delta=2m\). This is a model, not a solution of the Dirac equation: it has no empty level above the occupied one, whose non-positive term could outweigh the positive one. For \(v=(16,-9)\),

\[
v_{01}=-\tfrac{12}{25}\cdot16+\tfrac{12}{25}\cdot(-9)=-12,
\qquad v\cdot\chi v=\frac{2\cdot144}{2m}=\frac{144}{m}>0 .
\]

On the other side of the bound,

\[
\sum_x n(x)v(x)^2=\tfrac{9}{25}\cdot256+\tfrac{16}{25}\cdot81=144 ,
\]

and multiplying by \(2/(2m)\) gives the same value. Equality occurs because \(v_{00}=0\), so Parseval's sum contains only the term that the response uses.

The example also shows what the hypotheses of the bound control. As \(m\) tends to zero, the form grows without limit while the density and the potential stay fixed, so no bound independent of the gap is possible. If \(f_1\) is multiplied by a factor \(s>1\), which breaks normalisation, the left side is multiplied by \(s^2\) and the right side does not change.

```lean
/-- Two orbitals on two grid points, given by a rotation. -/
def twoLevel : Matrix (Fin 2) (Fin 2) ℝ := !![3/5, 4/5; -4/5, 3/5]
```

The theorem `negative_level_violation` states orthonormality, strict positivity and equality together, for every \(m>0\). Its proof evaluates the matrix element in `ht`, the quadratic form in `hq` and the density sum in `hd`.

```lean
/-- The orbitals `twoLevel` are orthonormal. With their level 0 at energy `m > 0` occupied and their
level 1 at `-m` empty, the response has a positive quadratic form for the potential `(16, -9)`,
equal to the upper bound with `Δ = 2m`. -/
theorem negative_level_violation (m : ℝ) (hm : 0 < m) :
    twoLevel * twoLevelᵀ = 1 ∧
    0 < ![16, -9] ⬝ᵥ chi twoLevel ![m, -m] {0} *ᵥ ![16, -9] ∧
    ![16, -9] ⬝ᵥ chi twoLevel ![m, -m] {0} *ᵥ ![16, -9] =
      2 / (2 * m) * ∑ x, density twoLevel {0} x * (![16, -9] : Fin 2 → ℝ) x ^ 2 := by
  have hc : ({0} : Finset (Fin 2))ᶜ = {1} := by decide
  have hne : -m ≠ m := fun h => by linarith
  have ht : transition twoLevel ![16, -9] 0 1 = -12 := by
    norm_num [transition, pairDensity, twoLevel, Fin.sum_univ_two]
  have hq : ![16, -9] ⬝ᵥ chi twoLevel ![m, -m] {0} *ᵥ ![16, -9] = 2 / (2 * m) * 144 := by
    rw [quadratic_form, hc, Finset.sum_singleton, Finset.sum_filter, Finset.sum_singleton,
      if_pos (show (![m, -m] : Fin 2 → ℝ) 1 ≠ (![m, -m] : Fin 2 → ℝ) 0 from hne), ht]
    change 2 * ((-12 : ℝ) ^ 2 / (m - -m)) = 2 / (2 * m) * 144
    rw [show m - -m = 2 * m by ring]
    ring
  have hd : ∑ x, density twoLevel {0} x * (![16, -9] : Fin 2 → ℝ) x ^ 2 = 144 := by
    norm_num [density, twoLevel, Fin.sum_univ_two]
  refine ⟨?_, ?_, ?_⟩
  · ext i j
    fin_cases i <;> fin_cases j <;>
      norm_num [twoLevel, Matrix.mul_apply, Fin.sum_univ_two]
  · rw [hq]; positivity
  · rw [hq, hd]

end

end NegativeEnergyResponse
```

```lean
#print axioms NegativeEnergyResponse.chi_eq_occupied_empty
#print axioms NegativeEnergyResponse.chi_constant
#print axioms NegativeEnergyResponse.response_upper_bound
#print axioms NegativeEnergyResponse.negative_level_violation
```

```
'NegativeEnergyResponse.chi_eq_occupied_empty' depends on axioms: [propext, Classical.choice, Quot.sound]
'NegativeEnergyResponse.chi_constant' depends on axioms: [propext, Classical.choice, Quot.sound]
'NegativeEnergyResponse.response_upper_bound' depends on axioms: [propext, Classical.choice, Quot.sound]
'NegativeEnergyResponse.negative_level_violation' depends on axioms: [propext, Classical.choice, Quot.sound]
```
